# Freezing k coordinates of a symmetric Hessian never raises its index and lowers it by at most k

## Index, curvature and the partial Hessian

At a stationary point of a potential energy surface with $N$ coordinates, the Hessian $H$ is the real symmetric matrix of second derivatives of the energy. Its **index** $p$ is the number of its negative eigenvalues, counted with multiplicity; zero eigenvalues do not count. A minimum has index 0 and a first-order saddle has index 1.

In a large system, such as a molecule on a surface slab, one often freezes a set $F$ of $k$ coordinates and computes only the block of $H$ that belongs to the others. This block $K$ is the partial Hessian, and $q$ denotes its index. The question is what $q$ says about $p$.

For a displacement $x$, the number $x\cdot Hx=\sum_{ij}x_iH_{ij}x_j$ is called the curvature along $x$. It is twice the second-order energy change, and it is not divided by $x\cdot x$, as a curvature per unit length would be. Only its sign matters below.

The claim is
$$q\le p\le q+k .$$
A partial vibrational analysis that finds one unstable mode therefore shows that the full Hessian, at the same geometry and in the same finite set of coordinates, has at least one and at most $1+k$. One that finds none leaves room for up to $k$. Such an analysis diagonalises the mass-weighted matrix with entries $H_{ij}/\sqrt{m_im_j}$, where $m_i>0$ is the mass belonging to Cartesian coordinate $i$. This does not affect the count: the invertible rescaling $x_i\to x_i/\sqrt{m_i}$ turns one curvature into the other, for the full matrix and for the free block alike, so $p$ and $q$ are the same with or without the masses.

## Counting unstable directions

**Normal modes.** Let $A$ be a real symmetric matrix with eigenvalues $\lambda_i$, and let the columns of $U$ be orthonormal eigenvectors. Then $A=U\Lambda U^T$, where $\Lambda$ is the diagonal matrix of the $\lambda_i$. These eigenvectors are the vibrational normal modes when $A$ is a mass-weighted Hessian; here the name is used for any symmetric $A$. With the mode amplitudes $c=U^Tx$,
$$x\cdot Ax=\sum_i\lambda_i c_i^2 .$$

**No negative family is larger than the index.** Let a linear map $f$ send each vector $v$ of a space $V$ to a displacement, with negative curvature whenever $v\ne0$. Record only the amplitudes of $f(v)$ with $\lambda_i<0$. If they all vanish, the curvature is a sum of terms $\lambda_ic_i^2\ge0$, so $v=0$. The recording map is thus injective, and $\dim V$ is at most the index of $A$.

**The index is reached.** Let $W$ be the space of displacements with $c_i=0$ for every $\lambda_i\ge0$. If $A$ has size $d$ and index $s$, these are $d-s$ linear conditions, so $\dim W\ge d-(d-s)=s$. A nonzero $x\in W$ has some $c_j\ne0$, necessarily with $\lambda_j<0$, and no term of the sum is positive. Its curvature is negative. A subspace like $W$, in which every nonzero vector has negative curvature, is called a negative subspace for $A$.

**Lower bound on $p$.** If $x_i=0$ for all $i\in F$, every term $x_iH_{ij}x_j$ of $x\cdot Hx$ with $i$ or $j$ in $F$ vanishes. What remains is the curvature of $K$ along the free part of $x$. Take a negative subspace for $K$ of dimension at least $q$ and extend its vectors by zero on $F$. The curvatures are unchanged, so $q\le p$.

**Upper bound on $p$.** Take a negative subspace $W$ for $H$ with $\dim W\ge p$, and impose $x_i=0$ for $i\in F$. These $k$ conditions leave a subspace of dimension at least $\dim W-k$, on which $K$ has the same negative curvature as $H$. Hence $\dim W-k\le q$, and $p\le q+k$.

**When the bounds are attained.** If $H$ is negative definite, then $p=N$. Since $K$ has size $N-k$,
$$q+k\le N=p\le q+k,$$
and $p=q+k$.

Suppose instead that $H_{ij}=0$ between frozen and free coordinates, and that displacements of the frozen coordinates alone have no negative curvature. Split $x=a+b$ into its free part $a$ and frozen part $b$. The cross terms vanish, so
$$x\cdot Hx=a\cdot Ha+b\cdot Hb,\qquad b\cdot Hb\ge0 .$$
If $x\cdot Hx<0$, then $a\cdot Ha<0$. The free part of every nonzero vector of a negative subspace for $H$ thus has negative curvature for $K$, so $p\le q$ and the indices agree.

## The matrices and their indices in Lean

```lean
import Mathlib

open Matrix Module

namespace PartialHessianIndex

noncomputable section

variable {n : Type*} [Fintype n] [DecidableEq n]
```

Here `n` is the finite type that labels the coordinates, not their number; $N$ is `Fintype.card n`.

```lean
/-- The curvature `x · A x` of the matrix `A` along the displacement `x`. If `A` is the Hessian of
an energy, this is twice the second-order energy change. -/
def curvature {m : Type*} [Fintype m] (A : Matrix m m ℝ) (x : m → ℝ) : ℝ :=
  x ⬝ᵥ A *ᵥ x
```

This is $x\cdot Ax$, with `⬝ᵥ` for the dot product and `*ᵥ` for a matrix acting on a vector.

```lean
/-- The index of a real symmetric matrix: the number of its negative eigenvalues,
counted with multiplicity. -/
def negIndex {A : Matrix n n ℝ} (hA : A.IsHermitian) : ℕ :=
  Fintype.card {i // hA.eigenvalues i < 0}
```

Over the reals, `IsHermitian` means symmetric. Mathlib's `eigenvalues` lists one eigenvalue per label, repeated according to multiplicity, and `negIndex` counts the labels with a negative entry. Its argument is the proof `hA` of symmetry, from which Lean infers the matrix.

```lean
/-- The partial Hessian: the block of `H` on the coordinates that are not in the
frozen set `F`. -/
def partialHessian (H : Matrix n n ℝ) (F : Finset n) :
    Matrix {i // i ∉ F} {i // i ∉ F} ℝ :=
  H.submatrix Subtype.val Subtype.val
```

The rows and columns of $K$ are labelled by the coordinates outside `F`. The set may be empty, in which case nothing is frozen, or contain every coordinate, in which case $K$ is the empty matrix with index 0.

```lean
omit [Fintype n] [DecidableEq n] in
/-- The partial Hessian of a symmetric Hessian is symmetric. -/
theorem partialHessian_symm {H : Matrix n n ℝ} (hH : H.IsHermitian) (F : Finset n) :
    (partialHessian H F).IsHermitian :=
  hH.submatrix _
```

This supplies the symmetry proof that `negIndex` needs for $K$.

## Normal modes and negative subspaces

```lean
/-- Eigenmode form: in suitable orthonormal coordinates the curvature of a symmetric matrix is the
sum of its eigenvalues times the squared mode amplitudes. -/
theorem normal_modes {A : Matrix n n ℝ} (hA : A.IsHermitian) :
    ∃ U : Matrix n n ℝ, Uᵀ * U = 1 ∧
      ∀ x, curvature A x = ∑ i, hA.eigenvalues i * (Uᵀ *ᵥ x) i ^ 2 := by
  -- the columns of U are the eigenvectors
  obtain ⟨U, hdef⟩ : ∃ U : Matrix n n ℝ, ∀ i j, U i j = (hA.eigenvectorBasis j).ofLp i :=
    ⟨fun i j => (hA.eigenvectorBasis j).ofLp i, fun _ _ => rfl⟩
  have hU : Uᵀ * U = 1 := by
    ext i j
    have h := orthonormal_iff_ite.mp hA.eigenvectorBasis.orthonormal i j
    rw [PiLp.inner_apply] at h
    rw [Matrix.mul_apply, Matrix.one_apply]
    refine Eq.trans (Finset.sum_congr rfl fun k _ => ?_) h
    simp [hdef, mul_comm]
  have hAU : A * U = U * diagonal hA.eigenvalues := by
    ext i j
    have h := congrFun (hA.mulVec_eigenvectorBasis j) i
    rw [Matrix.mul_diagonal, Matrix.mul_apply]
    simp only [hdef]
    exact h.trans (mul_comm _ _)
  have hdec : A = U * diagonal hA.eigenvalues * Uᵀ := by
    rw [← hAU, mul_assoc, mul_eq_one_comm.mp hU, mul_one]
  refine ⟨U, hU, fun x => ?_⟩
  calc curvature A x = x ⬝ᵥ (U * diagonal hA.eigenvalues * Uᵀ) *ᵥ x := by
        unfold curvature
        rw [← hdec]
    _ = (Uᵀ *ᵥ x) ⬝ᵥ (diagonal hA.eigenvalues *ᵥ (Uᵀ *ᵥ x)) := by
        rw [← Matrix.mulVec_mulVec, ← Matrix.mulVec_mulVec, Matrix.dotProduct_mulVec,
          ← Matrix.mulVec_transpose]
    _ = _ := by
        simp only [dotProduct]
        refine Finset.sum_congr rfl fun i _ => ?_
        rw [Matrix.mulVec_diagonal]
        ring
```

The matrix `U` is assembled from Mathlib's eigenvector basis. Orthonormality gives `hU`, the eigenvalue equations give `hAU`, and together they give the decomposition `hdec`. The closing calculation moves $U^T$ onto both copies of $x$.

```lean
/-- A linear family of displacements along which the curvature is negative, except at
zero, has at most as many dimensions as the index. -/
theorem finrank_le_negIndex {A : Matrix n n ℝ} (hA : A.IsHermitian)
    {V : Type*} [AddCommGroup V] [Module ℝ V] [FiniteDimensional ℝ V]
    (f : V →ₗ[ℝ] (n → ℝ)) (hf : ∀ v, v ≠ 0 → curvature A (f v) < 0) :
    finrank ℝ V ≤ negIndex hA := by
  obtain ⟨U, -, hc⟩ := normal_modes hA
  -- the amplitudes of the unstable modes determine the displacement
  let g : V →ₗ[ℝ] ({i // hA.eigenvalues i < 0} → ℝ) :=
    LinearMap.funLeft ℝ ℝ Subtype.val ∘ₗ Uᵀ.mulVecLin ∘ₗ f
  have hg : Function.Injective g := by
    rw [← LinearMap.ker_eq_bot, LinearMap.ker_eq_bot']
    intro v hv
    by_contra hne
    have h1 := hf v hne
    rw [hc] at h1
    refine absurd h1 (not_lt_of_ge (Finset.sum_nonneg fun i _ => ?_))
    by_cases hi : hA.eigenvalues i < 0
    · have h0 : (Uᵀ *ᵥ f v) i = 0 := congrFun hv ⟨i, hi⟩
      simp [h0]
    · exact mul_nonneg (not_lt.mp hi) (sq_nonneg _)
  have h := LinearMap.finrank_le_finrank_of_injective hg
  rw [Module.finrank_fintype_fun_eq_card] at h
  exact h
```

The map `g` records the amplitudes of the unstable modes. Its kernel is shown to be zero as above, and injectivity bounds the dimension. Allowing an arbitrary space `V` with a map `f` lets the lemma apply directly to subspaces whose vectors are extended or restricted.

```lean
/-- Imposing finitely many linear constraints removes at most one dimension for each. -/
theorem finrank_le_constrained {V ι : Type*} [AddCommGroup V] [Module ℝ V]
    [FiniteDimensional ℝ V] [Fintype ι] (g : V →ₗ[ℝ] (ι → ℝ)) :
    finrank ℝ V ≤ finrank ℝ (LinearMap.ker g) + Fintype.card ι := by
  have h1 := g.finrank_range_add_finrank_ker
  have h2 := Submodule.finrank_le (LinearMap.range g)
  rw [Module.finrank_fintype_fun_eq_card] at h2
  omega
```

This is rank plus nullity, with the rank at most the number of constraints.

```lean
/-- Some subspace of displacements has negative curvature away from zero and at least as
many dimensions as the index. -/
theorem exists_negative_subspace {A : Matrix n n ℝ} (hA : A.IsHermitian) :
    ∃ W : Submodule ℝ (n → ℝ), negIndex hA ≤ finrank ℝ W ∧
      ∀ x ∈ W, x ≠ 0 → curvature A x < 0 := by
  obtain ⟨U, hU, hc⟩ := normal_modes hA
  -- switch off every mode whose eigenvalue is not negative
  let g : (n → ℝ) →ₗ[ℝ] ({i // ¬ hA.eigenvalues i < 0} → ℝ) :=
    LinearMap.funLeft ℝ ℝ Subtype.val ∘ₗ Uᵀ.mulVecLin
  refine ⟨LinearMap.ker g, ?_, fun x hx hne => ?_⟩
  · have h := finrank_le_constrained g
    rw [Module.finrank_fintype_fun_eq_card, Fintype.card_subtype_compl] at h
    have h' := Fintype.card_subtype_le (fun i => hA.eigenvalues i < 0)
    unfold negIndex
    omega
  · have h0 : ∀ i, ¬ hA.eigenvalues i < 0 → (Uᵀ *ᵥ x) i = 0 :=
      fun i hi => congrFun (LinearMap.mem_ker.mp hx) ⟨i, hi⟩
    have hex : ∃ i, (Uᵀ *ᵥ x) i ≠ 0 := by
      by_contra! h
      have hz : Uᵀ *ᵥ x = 0 := funext h
      apply hne
      calc x = (U * Uᵀ) *ᵥ x := by rw [mul_eq_one_comm.mp hU, Matrix.one_mulVec]
        _ = 0 := by rw [← Matrix.mulVec_mulVec, hz, Matrix.mulVec_zero]
    obtain ⟨j, hj⟩ := hex
    have hjneg : hA.eigenvalues j < 0 := by
      by_contra h
      exact hj (h0 j h)
    rw [hc]
    calc _ < ∑ _i : n, (0 : ℝ) := by
          refine Finset.sum_lt_sum (fun i _ => ?_) ⟨j, Finset.mem_univ j, ?_⟩
          · by_cases hi : hA.eigenvalues i < 0
            · exact mul_nonpos_of_nonpos_of_nonneg hi.le (sq_nonneg _)
            · simp [h0 i hi]
          · exact mul_neg_of_neg_of_pos hjneg (by positivity)
      _ = 0 := by simp
```

The subspace is the kernel of the map that reads off the amplitudes with $\lambda_i\ge0$. The first bullet counts dimensions. The second finds a nonzero amplitude, using $UU^T=1$, and concludes that the sum is strictly negative.

## The two bounds

```lean
/-- For a displacement that leaves the frozen coordinates at rest, the partial and the
full Hessian give the same curvature. -/
theorem curvature_partialHessian (H : Matrix n n ℝ) (F : Finset n) {x : n → ℝ}
    (hx : ∀ i ∈ F, x i = 0) :
    curvature (partialHessian H F) (fun i => x i.1) = curvature H x := by
  have key : ∀ f : n → ℝ, (∀ i ∈ F, f i = 0) →
      ∑ i : {i // i ∉ F}, f i.1 = ∑ i, f i := by
    intro f hf
    rw [← Finset.sum_subtype (p := fun i => i ∉ F) Fᶜ (fun _ => Finset.mem_compl) f]
    exact Finset.sum_subset (Finset.subset_univ _) fun i _ hi => hf i (by simpa using hi)
  simp only [curvature, dotProduct, Matrix.mulVec, partialHessian, Matrix.submatrix_apply]
  refine Eq.trans (Finset.sum_congr rfl fun i _ => ?_)
    (key (fun i => x i * ∑ j, H i j * x j) fun i hi => by simp [hx i hi])
  exact congrArg (fun t => x i.1 * t)
    (key (fun j => H i.1 j * x j) fun j hj => by simp [hx j hj])
```

The auxiliary statement `key` says that a sum over the free coordinates equals the full sum when the summand vanishes on `F`. It is used once for the rows and once for the columns.

```lean
/-- Freezing the coordinates in `F` never raises the index of a symmetric Hessian, and
lowers it by at most the number of frozen coordinates. -/
theorem partialHessian_index_bounds {H : Matrix n n ℝ} (hH : H.IsHermitian)
    (F : Finset n) :
    negIndex (partialHessian_symm hH F) ≤ negIndex hH ∧
      negIndex hH ≤ negIndex (partialHessian_symm hH F) + F.card := by
  constructor
  · -- extend the unstable displacements of the free coordinates by zero
    obtain ⟨W, hW, hneg⟩ := exists_negative_subspace (partialHessian_symm hH F)
    let E : ({i // i ∉ F} → ℝ) →ₗ[ℝ] (n → ℝ) :=
      { toFun := fun y i => if h : i ∈ F then 0 else y ⟨i, h⟩
        map_add' := by
          intro y z
          ext i
          by_cases h : i ∈ F <;> simp [h]
        map_smul' := by
          intro c y
          ext i
          by_cases h : i ∈ F <;> simp [h] }
    have hE : ∀ y, curvature H (E y) = curvature (partialHessian H F) y := by
      intro y
      rw [← curvature_partialHessian H F (x := E y) (fun i hi => dif_pos hi)]
      exact congrArg _ (funext fun i => dif_neg i.2)
    refine hW.trans (finrank_le_negIndex hH (E ∘ₗ W.subtype) fun v hv => ?_)
    have h := hneg v.1 v.2 (fun h => hv (Subtype.ext h))
    rw [← hE] at h
    exact h
  · -- hold the frozen coordinates at rest inside an unstable subspace of H
    obtain ⟨W, hW, hneg⟩ := exists_negative_subspace hH
    let g : W →ₗ[ℝ] (F → ℝ) := LinearMap.funLeft ℝ ℝ Subtype.val ∘ₗ W.subtype
    have h1 := finrank_le_constrained g
    rw [Fintype.card_coe] at h1
    have h2 : finrank ℝ (LinearMap.ker g) ≤ negIndex (partialHessian_symm hH F) := by
      let r : LinearMap.ker g →ₗ[ℝ] ({i // i ∉ F} → ℝ) :=
        (LinearMap.funLeft ℝ ℝ Subtype.val ∘ₗ W.subtype) ∘ₗ (LinearMap.ker g).subtype
      refine finrank_le_negIndex (V := LinearMap.ker g) (partialHessian_symm hH F) r
        fun v hv => ?_
      have hx : ∀ i ∈ F, v.1.1 i = 0 :=
        fun i hi => congrFun (LinearMap.mem_ker.mp v.2) ⟨i, hi⟩
      have h := hneg v.1.1 v.1.2 (fun h => hv (Subtype.ext (Subtype.ext h)))
      rw [← curvature_partialHessian H F hx] at h
      exact h
    omega
```

In words: for every real symmetric $H$ and every set $F$ of coordinates, $q\le p$ and $p\le q+k$, with `F.card` for $k$. Writing the second bound as a sum avoids subtraction of natural numbers, which Lean cuts off at zero.

The map `E` extends a displacement by zero, and `hE` states that this preserves curvature. In the second half, the kernel of `g` is the part of the unstable subspace that leaves `F` at rest, and `r` restricts its vectors to the free coordinates.

The theorem compares two matrices and contains no energy function. To read $p$ as the order of a saddle, one must know separately that the full gradient vanishes; an optimisation with frozen atoms usually leaves forces on them.

## Cases in which a bound is attained

```lean
/-- If the curvature of the full Hessian is negative along every nonzero displacement,
each frozen coordinate lowers the index by exactly one. -/
theorem index_drop_of_negative {H : Matrix n n ℝ} (hH : H.IsHermitian) (F : Finset n)
    (hmax : ∀ x, x ≠ 0 → curvature H x < 0) :
    negIndex hH = negIndex (partialHessian_symm hH F) + F.card := by
  have h1 := finrank_le_negIndex hH LinearMap.id hmax
  rw [Module.finrank_fintype_fun_eq_card] at h1
  have h2 : negIndex (partialHessian_symm hH F) ≤ Fintype.card {i // i ∉ F} :=
    Fintype.card_subtype_le _
  rw [Fintype.card_of_subtype Fᶜ (fun _ => Finset.mem_compl)] at h2
  have h3 := Finset.card_add_card_compl F
  have h4 := (partialHessian_index_bounds hH F).2
  omega
```

The hypothesis `hmax` says that $H$ is negative definite, as at a nondegenerate energy maximum. The counts `h1` to `h4` are the chain of inequalities derived above.

```lean
/-- If the frozen coordinates are uncoupled from the free ones and no displacement of the
frozen coordinates alone has negative curvature, the partial Hessian has the full index. -/
theorem index_eq_of_uncoupled {H : Matrix n n ℝ} (hH : H.IsHermitian) (F : Finset n)
    (hoff : ∀ i ∈ F, ∀ j ∉ F, H i j = 0)
    (hpos : ∀ y : n → ℝ, (∀ i ∉ F, y i = 0) → 0 ≤ curvature H y) :
    negIndex (partialHessian_symm hH F) = negIndex hH := by
  refine le_antisymm (partialHessian_index_bounds hH F).1 ?_
  obtain ⟨W, hW, hneg⟩ := exists_negative_subspace hH
  refine hW.trans (finrank_le_negIndex _
    (LinearMap.funLeft ℝ ℝ Subtype.val ∘ₗ W.subtype) fun v hv => ?_)
  have hlt := hneg v.1 v.2 (fun h => hv (Subtype.ext h))
  -- split the displacement into its free part a and its frozen part b
  let a : n → ℝ := fun i => if i ∈ F then 0 else v.1 i
  let b : n → ℝ := fun i => if i ∈ F then v.1 i else 0
  have hsplit : curvature H v.1 = curvature H a + curvature H b := by
    simp only [curvature, dotProduct, Matrix.mulVec, Finset.mul_sum,
      ← Finset.sum_add_distrib]
    refine Finset.sum_congr rfl fun i _ => Finset.sum_congr rfl fun j _ => ?_
    by_cases hi : i ∈ F <;> by_cases hj : j ∈ F
    · simp [a, b, hi, hj]
    · simp [a, b, hi, hj, hoff i hi j hj]
    · have h0 : H i j = 0 := by
        have hs := hH.apply i j
        rw [hoff j hj i hi, star_zero] at hs
        exact hs.symm
      simp [a, b, hi, hj, h0]
    · simp [a, b, hi, hj]
  have hb : 0 ≤ curvature H b := hpos b fun i hi => if_neg hi
  have ha := curvature_partialHessian H F (x := a) (fun i hi => if_pos hi)
  have hav : (fun i : {i // i ∉ F} => a i.1) = fun i => v.1 i.1 :=
    funext fun i => if_neg i.2
  rw [hav] at ha
  change curvature (partialHessian H F) (fun i => v.1 i.1) < 0
  linarith

end

end PartialHessianIndex
```

The hypothesis `hoff` sets the coupling between frozen and free coordinates to zero; symmetry supplies the opposite block. The hypothesis `hpos` says that the frozen part has no instability of its own. Together they describe a spectator region that has no instability at second order and no harmonic coupling to the active one. In the proof, `hsplit` is the identity for $x=a+b$, checked term by term in the double sum.

```lean
#print axioms PartialHessianIndex.partialHessian_index_bounds
#print axioms PartialHessianIndex.index_drop_of_negative
#print axioms PartialHessianIndex.index_eq_of_uncoupled
```

```
'PartialHessianIndex.partialHessian_index_bounds' depends on axioms: [propext, Classical.choice, Quot.sound]
'PartialHessianIndex.index_drop_of_negative' depends on axioms: [propext, Classical.choice, Quot.sound]
'PartialHessianIndex.index_eq_of_uncoupled' depends on axioms: [propext, Classical.choice, Quot.sound]
```
